# Two-rebit states are mixtures of real product states exactly when the mean of $\sigma_y\otimes\sigma_y$ vanishes

A real positive semidefinite $4\times4$ matrix $\rho$ is a finite sum of terms $vv^T$, with every $v=a\otimes b$ a real product vector, if and only if $\mathrm{tr}(\rho\,\sigma_y\otimes\sigma_y)=0$. Four terms then suffice.

A rebit is a two-level system with real amplitudes. For two rebits, the criterion decides whether a state can be prepared by mixing real product states. That a laboratory system is confined to real amplitudes in fixed local bases is a physical assumption which the theorem takes as given.

## States, products and the spin flip

```lean
import Mathlib

open Matrix
open scoped Kronecker

namespace RebitSeparability

noncomputable section

variable {ι : Type*} [Fintype ι]
```

For a real vector $v$ over a finite index set `ι`, `proj v` is $vv^T$. For non-zero $v$ it is a true projector only when $v$ has unit length.

```lean
/-- The unnormalised projector `v vᵀ` of a real state vector. -/
def proj {ι : Type*} (v : ι → ℝ) : Matrix ι ι ℝ := vecMulVec v v
```

Two-rebit indices are pairs in `Fin 2 × Fin 2`, so $(a\otimes b)_{ij}=a_ib_j$.

```lean
/-- The product vector `a ⊗ b` of two two-level systems. -/
def prodVec {R : Type*} [Mul R] (a b : Fin 2 → R) : Fin 2 × Fin 2 → R :=
  fun p => a p.1 * b p.2
```

The Pauli matrix is the usual complex one.

```lean
/-- The Pauli matrix `σ_y`. -/
def sigmaY : Matrix (Fin 2) (Fin 2) ℂ := !![0, -Complex.I; Complex.I, 0]
```

The trace is therefore taken over $\mathbb C$, after embedding $\rho$. With $K$ complex conjugation, $(\sigma_y\otimes\sigma_y)K$ is time reversal for two spins ½, up to a phase. For real $v$ the mean is thus the overlap of $v$ with its spin-flipped partner.

```lean
/-- The spin-flip mean `tr(ρ (σ_y ⊗ σ_y))` of a real two-rebit matrix. -/
def flipMean (ρ : Matrix (Fin 2 × Fin 2) (Fin 2 × Fin 2) ℝ) : ℂ :=
  (ρ.map Complex.ofReal * (sigmaY ⊗ₖ sigmaY)).trace
```

Separability absorbs the weights: a term $p\,vv^T$ with $p\ge0$ is written as the projector of $\sqrt p\,v$. Unit trace is not required.

```lean
/-- A two-rebit matrix is rebit separable if it is a finite sum of projectors on real
product vectors, with the weights absorbed in the vectors. -/
def RebitSeparable (ρ : Matrix (Fin 2 × Fin 2) (Fin 2 × Fin 2) ℝ) : Prop :=
  ∃ (n : ℕ) (a b : Fin n → Fin 2 → ℝ), ρ = ∑ k, proj (prodVec (a k) (b k))
```

## Rotating a pair of vectors

Let $Q$ be a real matrix and $q(v)=\mathrm{tr}(vv^TQ)$. Suppose $q(x)>0>q(y)$, and set
$$u=r(x+ty),\qquad w=r(y-tx),\qquad r^2(1+t^2)=1.$$
The cross terms cancel, so $uu^T+ww^T=xx^T+yy^T$. With $c=\mathrm{tr}(xy^TQ)+\mathrm{tr}(yx^TQ)$,
$$q(u)=r^2\left(q(y)t^2+ct+q(x)\right).$$
The discriminant $c^2-4q(x)q(y)$ is positive, so a real $t$ makes $q(u)$ vanish. In the code, `exists_quadratic_eq_zero` supplies this root.

```lean
/-- Two real vectors whose expectation values of `Q` have opposite signs can be replaced by
two others with the same sum of projectors, the first of which has expectation value zero. -/
theorem rotate_pair (Q : Matrix ι ι ℝ) (x y : ι → ℝ)
    (hx : 0 < (proj x * Q).trace) (hy : (proj y * Q).trace < 0) :
    ∃ u w : ι → ℝ, (proj u * Q).trace = 0 ∧ proj u + proj w = proj x + proj y := by
  -- the tangent `t` of the rotation angle solves a quadratic with positive discriminant
  obtain ⟨t, ht⟩ := exists_quadratic_eq_zero (a := (proj y * Q).trace)
    (b := (vecMulVec x y * Q).trace + (vecMulVec y x * Q).trace)
    (c := (proj x * Q).trace) hy.ne
    ⟨Real.sqrt (discrim _ _ _), (Real.mul_self_sqrt (by
      unfold discrim
      nlinarith [mul_pos hx (neg_pos.mpr hy),
        sq_nonneg ((vecMulVec x y * Q).trace + (vecMulVec y x * Q).trace)])).symm⟩
  obtain ⟨r, hr⟩ : ∃ r : ℝ, r ^ 2 * (1 + t ^ 2) = 1 := by
    have hpos : 0 < 1 + t ^ 2 := by positivity
    refine ⟨(Real.sqrt (1 + t ^ 2))⁻¹, ?_⟩
    rw [inv_pow, Real.sq_sqrt hpos.le, inv_mul_cancel₀ hpos.ne']
  refine ⟨fun i => r * (x i + t * y i), fun i => r * (y i - t * x i), ?_, ?_⟩
  · have hu : proj (fun i => r * (x i + t * y i)) =
        (r ^ 2) • (proj x + t • (vecMulVec x y + vecMulVec y x) + (t ^ 2) • proj y) := by
      ext i j
      simp only [proj, vecMulVec_apply, Matrix.smul_apply, Matrix.add_apply, smul_eq_mul]
      ring
    rw [hu]
    simp only [Matrix.smul_mul, Matrix.add_mul, Matrix.trace_smul, Matrix.trace_add,
      smul_eq_mul]
    linear_combination r ^ 2 * ht
  · ext i j
    simp only [proj, vecMulVec_apply, Matrix.add_apply]
    linear_combination (x i * x j + y i * y j) * hr
```

## Removing all the means

Call a vector $v$ null when $q(v)=0$. Suppose $\sum_k q(v_k)=0$. If some $q(v_k)$ is non-zero, there are indices $i,j$ with $q(v_i)>0>q(v_j)$. Rotating this pair makes $v_i$ null, keeps the sum of projectors and leaves the other vectors alone. The number of non-null vectors falls by one or two, so repetition ends with every vector null.

The Lean device behind "repetition" is `Nat.strong_induction_on` with `generalizing v`. The induction runs on the count of non-null vectors, and `hm` ties that count to the current family. Generalising over `v` lets the induction hypothesis `ih` apply to the rotated family `v'`; the strong form accepts any smaller count, recorded in `hlt`.

```lean
/-- A finite family of real vectors with total expectation value zero for `Q` can be replaced
by an equally large family with the same sum of projectors and each expectation value zero. -/
theorem exists_null_family {κ : Type*} [Fintype κ] (Q : Matrix ι ι ℝ) (v : κ → ι → ℝ)
    (h : ((∑ k, proj (v k)) * Q).trace = 0) :
    ∃ w : κ → ι → ℝ, (∀ k, (proj (w k) * Q).trace = 0) ∧
      ∑ k, proj (w k) = ∑ k, proj (v k) := by
  classical
  -- induction on the number of vectors with non-zero expectation value
  induction hm : (Finset.univ.filter fun k => (proj (v k) * Q).trace ≠ 0).card
    using Nat.strong_induction_on generalizing v with
  | _ m ih =>
    by_cases hall : ∀ k, (proj (v k) * Q).trace = 0
    · exact ⟨v, hall, rfl⟩
    obtain ⟨k₀, hk₀⟩ := not_forall.mp hall
    have hs : ∑ k, (proj (v k) * Q).trace = 0 := by
      rw [← Matrix.trace_sum, ← Finset.sum_mul]
      exact h
    obtain ⟨i, -, hi⟩ := Finset.exists_pos_of_sum_zero_of_exists_nonzero _ hs
      ⟨k₀, Finset.mem_univ _, hk₀⟩
    obtain ⟨j, hj⟩ : ∃ j, (proj (v j) * Q).trace < 0 := by
      by_contra hn
      have hpos := Finset.sum_pos' (fun k _ => not_lt.mp fun hk => hn ⟨k, hk⟩)
        ⟨i, Finset.mem_univ i, hi⟩
      linarith
    have hij : i ≠ j := by
      rintro rfl
      linarith
    obtain ⟨x, y, hx, hxy⟩ := rotate_pair Q (v i) (v j) hi hj
    obtain ⟨v', hi', hj', hk'⟩ : ∃ v' : κ → ι → ℝ, v' i = x ∧ v' j = y ∧
        ∀ k, k ≠ i → k ≠ j → v' k = v k :=
      ⟨fun k => if k = i then x else if k = j then y else v k, by simp,
        by simp [hij.symm], fun k h1 h2 => by simp [h1, h2]⟩
    have hsum : ∑ k, proj (v' k) = ∑ k, proj (v k) := by
      rw [← sub_eq_zero, ← Finset.sum_sub_distrib]
      refine (Fintype.sum_eq_add i j hij ?_).trans ?_
      · intro k hk
        simp only [hk' k hk.1 hk.2, sub_self]
      · simp only [hi', hj']
        rw [sub_add_sub_comm, hxy, sub_self]
    have hlt : (Finset.univ.filter fun k => (proj (v' k) * Q).trace ≠ 0).card < m := by
      rw [← hm]
      refine Finset.card_lt_card ((Finset.ssubset_iff_of_subset ?_).mpr
        ⟨i, Finset.mem_filter.mpr ⟨Finset.mem_univ _, hi.ne'⟩, ?_⟩)
      · intro k hk
        simp only [Finset.mem_filter, Finset.mem_univ, true_and] at hk ⊢
        by_cases h1 : k = i
        · rw [h1]
          exact hi.ne'
        by_cases h2 : k = j
        · rw [h2]
          exact hj.ne
        rwa [hk' k h1 h2] at hk
      · intro hk
        exact (Finset.mem_filter.mp hk).2 (by rw [hi']; exact hx)
    obtain ⟨w, hw, hw'⟩ := ih _ hlt v' (by rw [hsum]; exact h) rfl
    exact ⟨w, hw, hw'.trans hsum⟩
```

## Null decompositions in any finite dimension

Orthonormal eigenvectors $e_k$ with eigenvalues $\lambda_k\ge0$ give $\rho=\sum_k v_kv_k^T$ with $v_k=\sqrt{\lambda_k}\,e_k$. The code checks this entry by entry, by expanding an inner product in the eigenbasis.

```lean
/-- A real positive semidefinite matrix is a sum of projectors, as many as the dimension. -/
theorem exists_sum_proj {ρ : Matrix ι ι ℝ} (hρ : ρ.PosSemidef) :
    ∃ v : ι → ι → ℝ, ρ = ∑ k, proj (v k) := by
  classical
  have hin : ∀ u v : EuclideanSpace ℝ ι, inner ℝ u v = ∑ l, u.ofLp l * v.ofLp l := by
    intro u v
    simp [PiLp.inner_apply, mul_comm]
  have hcol : ∀ (v : EuclideanSpace ℝ ι) (j : ι),
      inner ℝ v (WithLp.toLp 2 (Pi.single j (1 : ℝ))) = v.ofLp j := by
    intro v j
    rw [hin]
    simp [Pi.single_apply]
  have hrow : ∀ (i : ι) (v : EuclideanSpace ℝ ι),
      inner ℝ (WithLp.toLp 2 (ρ i)) v = (ρ *ᵥ v.ofLp) i := fun i v => hin _ v
  -- scale each eigenvector by the square root of its eigenvalue
  refine ⟨fun k i => Real.sqrt (hρ.1.eigenvalues k) * (hρ.1.eigenvectorBasis k).ofLp i, ?_⟩
  ext i j
  rw [Matrix.sum_apply]
  refine (hcol (WithLp.toLp 2 (ρ i)) j).symm.trans
    ((hρ.1.eigenvectorBasis.sum_inner_mul_inner _ _).symm.trans ?_)
  refine Finset.sum_congr rfl fun k _ => ?_
  have hs := Real.mul_self_sqrt (hρ.eigenvalues_nonneg k)
  rw [hcol (hρ.1.eigenvectorBasis k) j, hrow i (hρ.1.eigenvectorBasis k),
    congrFun (hρ.1.mulVec_eigenvectorBasis k) i]
  simp only [proj, vecMulVec_apply, Pi.smul_apply, smul_eq_mul]
  linear_combination (-((hρ.1.eigenvectorBasis k).ofLp i *
    (hρ.1.eigenvectorBasis k).ofLp j)) * hs
```

If $\mathrm{tr}(\rho Q)=0$, the previous step turns these vectors into null ones. Conversely, a sum of null projectors has zero mean by linearity.

```lean
/-- In any finite dimension, a real positive semidefinite `ρ` has `tr(ρ Q) = 0` iff it is a sum
of projectors, as many as the dimension, each with expectation value zero for `Q`. -/
theorem null_decomposition (Q : Matrix ι ι ℝ) {ρ : Matrix ι ι ℝ} (hρ : ρ.PosSemidef) :
    (ρ * Q).trace = 0 ↔
      ∃ w : ι → ι → ℝ, (∀ k, (proj (w k) * Q).trace = 0) ∧ ρ = ∑ k, proj (w k) := by
  constructor
  · intro h
    obtain ⟨v, hsum⟩ := exists_sum_proj hρ
    obtain ⟨w, hw, hw'⟩ := exists_null_family Q v (by rw [← hsum]; exact h)
    exact ⟨w, hw, hsum.trans hw'.symm⟩
  · rintro ⟨w, hw, h⟩
    rw [h, Finset.sum_mul, Matrix.trace_sum]
    exact Finset.sum_eq_zero fun k _ => hw k
```

## Null vectors are product vectors

The entries of $\sigma_y\otimes\sigma_y$ are real, so the complex trace equals a real one and the general result applies.

```lean
/-- The spin-flip mean is the real trace of `ρ` against the real part of `σ_y ⊗ σ_y`. -/
theorem flipMean_eq (ρ : Matrix (Fin 2 × Fin 2) (Fin 2 × Fin 2) ℝ) :
    flipMean ρ = ((ρ * (sigmaY ⊗ₖ sigmaY).map Complex.re).trace : ℝ) := by
  have hre : ∀ p q, (sigmaY ⊗ₖ sigmaY) p q = (((sigmaY ⊗ₖ sigmaY) p q).re : ℂ) := by
    rintro ⟨i, j⟩ ⟨k, l⟩
    fin_cases i <;> fin_cases j <;> fin_cases k <;> fin_cases l <;> simp [sigmaY]
  simp only [flipMean, Matrix.trace, Matrix.diag_apply, Matrix.mul_apply, Matrix.map_apply,
    Complex.ofReal_sum, Complex.ofReal_mul]
  exact Finset.sum_congr rfl fun p _ => Finset.sum_congr rfl fun q _ => by rw [← hre]
```

For a real two-rebit vector,
$$\mathrm{tr}(vv^T\sigma_y\otimes\sigma_y)=2(v_{01}v_{10}-v_{00}v_{11}).$$
This vanishes for $v=a\otimes b$. Conversely, suppose it vanishes. If $v_{00}\ne0$, then $v=(1,v_{10}/v_{00})\otimes(v_{00},v_{01})$. If $v_{00}=0$, then either $v_{01}=0$ and $v=(0,1)\otimes(v_{10},v_{11})$, or $v_{10}=0$ and $v=(v_{01},v_{11})\otimes(0,1)$.

```lean
/-- A real two-rebit vector is a product vector iff its spin-flip mean vanishes. -/
theorem flipMean_proj_eq_zero_iff (v : Fin 2 × Fin 2 → ℝ) :
    flipMean (proj v) = 0 ↔ ∃ a b : Fin 2 → ℝ, v = prodVec a b := by
  have hv : flipMean (proj v) =
      ((2 * (v (0, 1) * v (1, 0) - v (0, 0) * v (1, 1)) : ℝ) : ℂ) := by
    simp [flipMean, proj, sigmaY, Matrix.trace, Matrix.mul_apply, Fintype.sum_prod_type,
      Fin.sum_univ_two, vecMulVec_apply]
    ring
  rw [hv, Complex.ofReal_eq_zero]
  constructor
  · intro h
    have h' : v (0, 1) * v (1, 0) = v (0, 0) * v (1, 1) := by linarith
    by_cases h0 : v (0, 0) = 0
    · rw [h0, zero_mul] at h'
      rcases mul_eq_zero.mp h' with h1 | h1
      · refine ⟨![0, 1], ![v (1, 0), v (1, 1)], ?_⟩
        ext ⟨i, j⟩
        fin_cases i <;> fin_cases j <;> simp [prodVec, h0, h1]
      · refine ⟨![v (0, 1), v (1, 1)], ![0, 1], ?_⟩
        ext ⟨i, j⟩
        fin_cases i <;> fin_cases j <;> simp [prodVec, h0, h1]
    · have h2 : v (1, 0) / v (0, 0) * v (0, 1) = v (1, 1) := by
        rw [div_mul_eq_mul_div, div_eq_iff h0]
        linarith
      refine ⟨![1, v (1, 0) / v (0, 0)], ![v (0, 0), v (0, 1)], ?_⟩
      ext ⟨i, j⟩
      fin_cases i <;> fin_cases j <;> simp [prodVec, h0, h2]
  · rintro ⟨a, b, rfl⟩
    simp only [prodVec]
    ring
```

## The criterion

A null decomposition of $\rho$ has four vectors, each now a product. `choose` selects their factors, and `e` relabels the four index pairs by `Fin 4`.

```lean
/-- A real positive semidefinite two-rebit matrix with vanishing spin-flip mean is a sum of
four projectors on real product vectors. -/
theorem four_products {ρ : Matrix (Fin 2 × Fin 2) (Fin 2 × Fin 2) ℝ} (hρ : ρ.PosSemidef)
    (h : flipMean ρ = 0) :
    ∃ a b : Fin 4 → Fin 2 → ℝ, ρ = ∑ k, proj (prodVec (a k) (b k)) := by
  rw [flipMean_eq, Complex.ofReal_eq_zero] at h
  obtain ⟨w, hw, hρw⟩ := (null_decomposition _ hρ).mp h
  have hp : ∀ k, ∃ a b : Fin 2 → ℝ, w k = prodVec a b := fun k =>
    (flipMean_proj_eq_zero_iff (w k)).mp (by rw [flipMean_eq, hw k, Complex.ofReal_zero])
  choose a b hab using hp
  let e : Fin 4 ≃ Fin 2 × Fin 2 := (finProdFinEquiv (m := 2) (n := 2)).symm
  refine ⟨fun k => a (e k), fun k => b (e k), ?_⟩
  rw [hρw, ← e.sum_comp]
  exact Finset.sum_congr rfl fun k _ => congrArg proj (hab (e k))
```

The other direction adds up the vanishing means of the product terms.

```lean
/-- Rebit separability criterion: a real positive semidefinite two-rebit matrix is a finite sum
of projectors on real product vectors iff `tr(ρ (σ_y ⊗ σ_y)) = 0`. -/
theorem rebitSeparable_iff {ρ : Matrix (Fin 2 × Fin 2) (Fin 2 × Fin 2) ℝ}
    (hρ : ρ.PosSemidef) :
    RebitSeparable ρ ↔ (ρ.map Complex.ofReal * (sigmaY ⊗ₖ sigmaY)).trace = 0 := by
  change RebitSeparable ρ ↔ flipMean ρ = 0
  constructor
  · rintro ⟨n, a, b, h⟩
    rw [flipMean_eq, Complex.ofReal_eq_zero, h, Finset.sum_mul, Matrix.trace_sum]
    refine Finset.sum_eq_zero fun k _ => ?_
    have hk := (flipMean_proj_eq_zero_iff _).mpr ⟨a k, b k, rfl⟩
    rwa [flipMean_eq, Complex.ofReal_eq_zero] at hk
  · intro h
    exact ⟨4, four_products hρ h⟩
```

Positivity, which in Mathlib includes symmetry, matters for the "if" direction. The symmetric matrix $\mathrm{diag}(-1,0,0,0)$ has zero spin-flip mean, but its negative diagonal entry rules out any sum of terms $vv^T$.

## A state separable only with complex amplitudes

Mix $(|00\rangle-|11\rangle)/\sqrt2$ and $(|01\rangle+|10\rangle)/\sqrt2$ equally. The code uses vectors of squared length 2, hence the prefactor $1/4$.

```lean
/-- The equal mixture of the Bell states `(|00⟩ - |11⟩)/√2` and `(|01⟩ + |10⟩)/√2`. -/
def bellMixture : Matrix (Fin 2 × Fin 2) (Fin 2 × Fin 2) ℝ :=
  (1 / 4 : ℝ) • (proj (fun p => !![1, 0; 0, -1] p.1 p.2) +
    proj (fun p => !![0, 1; 1, 0] p.1 p.2))
```

Positivity follows from $\rho=B^TB$, where the rows of $B$ are half these unnormalised vectors.

```lean
/-- The Bell mixture is positive semidefinite. -/
theorem bellMixture_posSemidef : bellMixture.PosSemidef := by
  let B : Matrix (Fin 2) (Fin 2 × Fin 2) ℝ := Matrix.of fun k p =>
    (1 / 2 : ℝ) * (![!![1, 0; 0, -1], !![0, 1; 1, 0]] : Fin 2 → Matrix _ _ ℝ) k p.1 p.2
  have hB : bellMixture = Bᴴ * B := by
    ext p q
    simp only [bellMixture, proj, B, Matrix.smul_apply, Matrix.add_apply, vecMulVec_apply,
      Matrix.mul_apply, Matrix.conjTranspose_apply, Matrix.of_apply, Fin.sum_univ_two,
      star_trivial, smul_eq_mul, Matrix.cons_val_zero, Matrix.cons_val_one]
    ring
  rw [hB]
  exact Matrix.posSemidef_conjTranspose_mul_self B
```

Since
$$(1,\pm i)\otimes(1,\pm i)=(|00\rangle-|11\rangle)\pm i(|01\rangle+|10\rangle),$$
with equal signs throughout, the cross terms cancel when the two projectors are added. The state is therefore an equal mixture of two normalised complex product states. Its spin-flip mean is 1, so it is not rebit separable.

```lean
/-- The Bell mixture is one eighth of the sum of `z z†` over the two complex product vectors
`z = (1, i) ⊗ (1, i)` and `z = (1, -i) ⊗ (1, -i)`, but it is not rebit separable. -/
theorem bellMixture_complex_not_real :
    bellMixture.map Complex.ofReal = (1 / 8 : ℂ) •
      (vecMulVec (prodVec ![1, Complex.I] ![1, Complex.I])
          (star (prodVec ![1, Complex.I] ![1, Complex.I])) +
        vecMulVec (prodVec ![1, -Complex.I] ![1, -Complex.I])
          (star (prodVec ![1, -Complex.I] ![1, -Complex.I]))) ∧
    ¬ RebitSeparable bellMixture := by
  constructor
  · ext ⟨i, j⟩ ⟨k, l⟩
    fin_cases i <;> fin_cases j <;> fin_cases k <;> fin_cases l <;>
      simp [bellMixture, proj, prodVec, vecMulVec_apply] <;> norm_num
  · rw [rebitSeparable_iff bellMixture_posSemidef]
    -- the spin-flip mean of this state equals one
    simp [bellMixture, proj, sigmaY, Matrix.trace, Matrix.mul_apply, Fintype.sum_prod_type,
      Fin.sum_univ_two, vecMulVec_apply]

end

end RebitSeparability
```

```lean
#print axioms RebitSeparability.bellMixture_complex_not_real
-- 'RebitSeparability.bellMixture_complex_not_real' depends on axioms: [propext, Classical.choice, Quot.sound]
```
